# A square-pyramid model of an STM tip: the apex atom carries over 90% of the tunnelling weight when decay constant times layer spacing is at least 2

A scanning tunnelling microscope tip ends, ideally, in a single atom. If the tip is modelled as a square pyramid, 4 atoms sit behind the apex, then 9, then 16, each layer farther from the sample but more populous. Does the apex still dominate the current?

Let layer \(n=0,1,2,\dots\) hold \((n+1)^2\) atoms, with spacing \(a\) between layers. The tunnelling amplitude decays in vacuum as \(e^{-\kappa z}\), where the decay constant \(\kappa\) is set by the barrier height, so the current falls as \(e^{-2\kappa z}\). The atoms are taken to contribute independently, without interference, and the sample is taken as flat and uniform, so that all atoms of a layer count equally.

```lean
import Mathlib

open Finset

namespace PyramidalTip

noncomputable section
```

From one layer to the next, the weight of an atom drops by the factor
\[ x = e^{-2\kappa a}. \]
In Lean, `κ` and `a` are real numbers, read in inverse angstroms and angstroms. Only their product matters.

```lean
/-- The factor by which the tunnelling weight of an atom drops from one layer to the next,
for decay constant `κ` and layer spacing `a`. -/
def layerFactor (κ a : ℝ) : ℝ := Real.exp (-2 * (κ * a))
```

The apex has weight 1, since the decay across the gap is common to all atoms and cancels in any ratio. Layer \(n\) then weighs \(w_n=(n+1)^2x^n\).

```lean
/-- The tunnelling weight of layer `n`, which holds `(n + 1) ^ 2` equally weighted atoms. -/
def layerWeight (κ a : ℝ) (n : ℕ) : ℝ := ((n : ℝ) + 1) ^ 2 * layerFactor κ a ^ n
```

The apex fraction of the infinite pyramid is \(F=w_0/\sum_{n\ge0}w_n\).

```lean
/-- The share of the apex atom in the total weight of the infinite pyramid,
meant for `0 < κ * a`, where the total is finite. -/
def apexFraction (κ a : ℝ) : ℝ := layerWeight κ a 0 / ∑' n, layerWeight κ a n
```

A real tip ends somewhere. With \(N\) layers behind the apex, its fraction is \(F_N=w_0/\sum_{n=0}^{N}w_n\).

```lean
/-- The share of the apex atom in a tip made of the apex and `N` further layers. -/
def finiteApexFraction (κ a : ℝ) (N : ℕ) : ℝ :=
  layerWeight κ a 0 / ∑ n ∈ range (N + 1), layerWeight κ a n
```

## Summing the layers

Since \((n+2)(n+1)-(n+1)=(n+1)^2\),
\[ (n+1)^2 = 2\binom{n+2}{2}-\binom{n+1}{1}. \]
For \(|x|<1\) the binomial series is \(\sum_n\binom{n+k}{k}x^n=(1-x)^{-(k+1)}\). Taking \(k=2\) and \(k=1\) gives
\[ \sum_{n\ge0}(n+1)^2x^n=\frac{2}{(1-x)^3}-\frac{1}{(1-x)^2}=\frac{1+x}{(1-x)^3}. \]
`HasSum` says that the series converges to this value. In the proof, `hf` is the binomial identity and `hv` the algebra of the two fractions.

```lean
/-- The geometric series weighted by the square numbers `(n + 1) ^ 2`. -/
theorem hasSum_square_layers {x : ℝ} (hx : |x| < 1) :
    HasSum (fun n : ℕ => ((n : ℝ) + 1) ^ 2 * x ^ n) ((1 + x) / (1 - x) ^ 3) := by
  have hn : ‖x‖ < 1 := by rwa [Real.norm_eq_abs]
  have h1 : 1 - x ≠ 0 := (sub_pos.mpr (abs_lt.mp hx).2).ne'
  -- a square number is twice a triangular number minus a natural number
  have h := ((hasSum_choose_mul_geometric_of_norm_lt_one 2 hn).mul_left 2).sub
    (hasSum_choose_mul_geometric_of_norm_lt_one 1 hn)
  have hf : (fun n : ℕ => ((n : ℝ) + 1) ^ 2 * x ^ n) = fun n : ℕ =>
      2 * (((n + 2).choose 2 : ℝ) * x ^ n) - ((n + 1).choose 1 : ℝ) * x ^ n := by
    funext n
    simp only [Nat.cast_choose_two, Nat.choose_one_right]
    push_cast
    ring
  have hv : (1 + x) / (1 - x) ^ 3 =
      2 * (1 / (1 - x) ^ (2 + 1)) - 1 / (1 - x) ^ (1 + 1) := by
    field_simp
    ring
  rw [hf, hv]
  exact h
```

If \(\kappa a>0\), the exponent \(-2\kappa a\) is negative, so \(0<x<1\).

```lean
/-- For `0 < κ * a` the factor between successive layers lies strictly between 0 and 1. -/
theorem layerFactor_bounds {κ a : ℝ} (h : 0 < κ * a) :
    0 < layerFactor κ a ∧ layerFactor κ a < 1 :=
  ⟨Real.exp_pos _, Real.exp_lt_one_iff.mpr (by linarith)⟩
```

The series therefore applies to the tip.

```lean
/-- The total weight of the pyramidal tip is `(1 + x) / (1 - x) ^ 3`, with `x` the factor
between successive layers. -/
theorem hasSum_layerWeight {κ a : ℝ} (h : 0 < κ * a) :
    HasSum (layerWeight κ a) ((1 + layerFactor κ a) / (1 - layerFactor κ a) ^ 3) := by
  obtain ⟨h0, h1⟩ := layerFactor_bounds h
  exact hasSum_square_layers (abs_lt.mpr ⟨by linarith, h1⟩)
```

Dividing \(w_0=1\) by the total gives
\[ F=\frac{(1-x)^3}{1+x}. \]

```lean
/-- The apex atom carries the fraction `(1 - x) ^ 3 / (1 + x)` of the total weight. -/
theorem apexFraction_eq {κ a : ℝ} (h : 0 < κ * a) :
    apexFraction κ a = (1 - layerFactor κ a) ^ 3 / (1 + layerFactor κ a) := by
  have h0 : layerWeight κ a 0 = 1 := by simp [layerWeight]
  rw [apexFraction, (hasSum_layerWeight h).tsum_eq, h0, one_div_div]
```

## Faster decay sharpens the tip

Let \(0\le x<y\le1\). Then \((1-y)^3<(1-x)^3\), and
\[ (1-y)^3(1+x)\le(1-y)^3(1+y)<(1-x)^3(1+y). \]
Dividing by \((1+x)(1+y)>0\) shows that the ratio decreases strictly. The `calc` block is this chain.

```lean
/-- The function `(1 - x) ^ 3 / (1 + x)` decreases strictly for `x` between 0 and 1. -/
theorem ratio_strictAntiOn :
    StrictAntiOn (fun x : ℝ => (1 - x) ^ 3 / (1 + x)) (Set.Icc 0 1) := by
  intro x hx y hy hxy
  have hx0 : 0 ≤ x := hx.1
  have hy0 : 0 ≤ y := hy.1
  have hy1 : y ≤ 1 := hy.2
  have hc : (1 - y) ^ 3 < (1 - x) ^ 3 :=
    pow_lt_pow_left₀ (by linarith) (by linarith) (by norm_num)
  have hp : 0 ≤ (1 - y) ^ 3 := pow_nonneg (by linarith) 3
  change (1 - y) ^ 3 / (1 + y) < (1 - x) ^ 3 / (1 + x)
  rw [div_lt_div_iff₀ (by linarith) (by linarith)]
  calc (1 - y) ^ 3 * (1 + x) ≤ (1 - y) ^ 3 * (1 + y) :=
        mul_le_mul_of_nonneg_left (by linarith) hp
    _ < (1 - x) ^ 3 * (1 + y) := mul_lt_mul_of_pos_right hc (by linarith)
```

A larger \(\kappa a\) means a smaller \(x\), hence a larger \(F\). The theorem compares two tips that may differ in both decay constant and spacing.

```lean
/-- The apex fraction increases strictly with the product of decay constant and spacing. -/
theorem apexFraction_strictMono {κ a κ' a' : ℝ} (h : 0 < κ * a) (hlt : κ * a < κ' * a') :
    apexFraction κ a < apexFraction κ' a' := by
  have h' : 0 < κ' * a' := h.trans hlt
  obtain ⟨h0, h1⟩ := layerFactor_bounds h
  obtain ⟨h0', h1'⟩ := layerFactor_bounds h'
  have hx : layerFactor κ' a' < layerFactor κ a := Real.exp_lt_exp.mpr (by linarith)
  rw [apexFraction_eq h, apexFraction_eq h']
  exact ratio_strictAntiOn ⟨h0'.le, h1'.le⟩ ⟨h0.le, h1.le⟩ hx
```

## Numbers at κa = 2 and κa = 1

Take \(\kappa=1\) per angstrom and \(a=2\) angstrom, so \(x=e^{-4}\approx0.0183\). The first layers weigh 1, 0.0733, 0.0030 and 0.0001, in total about 1.076, and \(F\approx0.929\).

For rigorous bounds, \(2.7<e<2.72\) gives \(50<e^4<55\), so \(1/55<x<1/50\). By monotonicity,
\[ 0.92<\frac{(49/50)^3}{51/50}<F<\frac{(54/55)^3}{56/55}<0.93. \]

```lean
/-- For decay constant 1 per angstrom and layer spacing 2 angstrom, the apex atom carries
between 92 and 93 percent of the total weight. -/
theorem apexFraction_one_two : 0.92 < apexFraction 1 2 ∧ apexFraction 1 2 < 0.93 := by
  have hpos : (0 : ℝ) < 1 * 2 := by norm_num
  obtain ⟨h0, h1⟩ := layerFactor_bounds hpos
  have he : Real.exp 4 = Real.exp 1 ^ 4 := by
    rw [← Real.exp_nat_mul]
    norm_num
  have hlo : (2.7 : ℝ) ^ 4 < Real.exp 1 ^ 4 :=
    pow_lt_pow_left₀ (by linarith [Real.exp_one_gt_d9]) (by norm_num) (by norm_num)
  have hhi : Real.exp 1 ^ 4 < (2.72 : ℝ) ^ 4 :=
    pow_lt_pow_left₀ (by linarith [Real.exp_one_lt_d9]) (Real.exp_pos 1).le (by norm_num)
  have hx : layerFactor 1 2 * Real.exp 4 = 1 := by
    rw [layerFactor, ← Real.exp_add]
    norm_num
  rw [← he] at hlo hhi
  norm_num at hlo hhi
  -- the layer factor lies between 1/55 and 1/50
  have hu : layerFactor 1 2 < 1 / 50 := by nlinarith
  have hl : 1 / 55 < layerFactor 1 2 := by nlinarith
  have hA := ratio_strictAntiOn ⟨h0.le, h1.le⟩ (by norm_num) hu
  have hB := ratio_strictAntiOn (by norm_num) ⟨h0.le, h1.le⟩ hl
  rw [apexFraction_eq hpos]
  exact ⟨lt_trans (by norm_num) hA, lt_trans hB (by norm_num)⟩
```

For \(\kappa a=2\) the fraction is this same number; for \(\kappa a>2\) it is larger. Either way \(F>0.92>0.9\). The proof splits into these two cases.

```lean
/-- The apex atom carries more than 90 percent of the total weight whenever `κ * a` is
at least 2. -/
theorem apexFraction_gt {κ a : ℝ} (h : 2 ≤ κ * a) : 0.9 < apexFraction κ a := by
  have href : apexFraction 1 2 ≤ apexFraction κ a := by
    rcases h.eq_or_lt with heq | hlt
    · have hf : layerFactor 1 2 = layerFactor κ a := by
        rw [layerFactor, layerFactor, ← heq, one_mul]
      rw [apexFraction_eq (by norm_num), apexFraction_eq (by linarith), hf]
    · exact (apexFraction_strictMono (by norm_num) (by linarith)).le
  linarith [apexFraction_one_two.1]
```

Some lower limit on \(\kappa a\) is needed. At \(\kappa a=1\), \(e^2<8\) gives \(x=e^{-2}>1/8\), so
\[ F<\frac{(7/8)^3}{9/8}=\frac{343}{576}<0.6. \]

```lean
/-- At `κ * a = 1` the apex atom carries less than 60 percent of the total weight. -/
theorem apexFraction_lt_of_eq_one {κ a : ℝ} (h : κ * a = 1) : apexFraction κ a < 0.6 := by
  have hpos : 0 < κ * a := by linarith
  obtain ⟨h0, h1⟩ := layerFactor_bounds hpos
  have he : Real.exp 2 = Real.exp 1 ^ 2 := by
    rw [← Real.exp_nat_mul]
    norm_num
  have hhi : Real.exp 2 < 8 := by
    rw [he]
    nlinarith [Real.exp_one_lt_d9, Real.exp_pos 1]
  have hx : layerFactor κ a * Real.exp 2 = 1 := by
    rw [layerFactor, h, ← Real.exp_add]
    norm_num
  have hl : 1 / 8 < layerFactor κ a := by nlinarith
  have hB := ratio_strictAntiOn (by norm_num) ⟨h0.le, h1.le⟩ hl
  rw [apexFraction_eq hpos]
  exact lt_trans hB (by norm_num)
```

## Tips with finitely many layers

All weights are positive, so leaving out layers can only shrink the denominator:
\[ \sum_{n=0}^{N}w_n\le\sum_{n\ge0}w_n \quad\Longrightarrow\quad F_N\ge F>0.9 \quad\text{for }\kappa a\ge2. \]
In Lean, `hle` is the inequality of the sums. The case \(N=0\) is a lone apex atom, with \(F_0=1\).

```lean
/-- In a tip with finitely many layers, too, the apex atom carries more than 90 percent of
the weight whenever `κ * a` is at least 2. -/
theorem finiteApexFraction_gt {κ a : ℝ} (h : 2 ≤ κ * a) (N : ℕ) :
    0.9 < finiteApexFraction κ a N := by
  have hw : ∀ n, 0 < layerWeight κ a n := fun n =>
    mul_pos (by positivity) (pow_pos (Real.exp_pos _) n)
  have hs := hasSum_layerWeight (κ := κ) (a := a) (by linarith)
  have hpos : 0 < ∑ n ∈ range (N + 1), layerWeight κ a n :=
    sum_pos (fun n _ => hw n) ⟨0, by simp⟩
  -- the omitted layers could only add weight to the denominator
  have hle : ∑ n ∈ range (N + 1), layerWeight κ a n ≤ ∑' n, layerWeight κ a n := by
    rw [hs.tsum_eq]
    exact sum_le_hasSum _ (fun n _ => (hw n).le) hs
  exact (apexFraction_gt h).trans_le (div_le_div_of_nonneg_left (hw 0).le hpos hle)

end

end PyramidalTip
```

```lean
#print axioms PyramidalTip.apexFraction_one_two
#print axioms PyramidalTip.apexFraction_lt_of_eq_one
#print axioms PyramidalTip.finiteApexFraction_gt
```

```
'PyramidalTip.apexFraction_one_two' depends on axioms: [propext, Classical.choice, Quot.sound]
'PyramidalTip.apexFraction_lt_of_eq_one' depends on axioms: [propext, Classical.choice, Quot.sound]
'PyramidalTip.finiteApexFraction_gt' depends on axioms: [propext, Classical.choice, Quot.sound]
```

## Weighting by true distance

The model measures only the height of a layer. Weights could also follow each atom's full distance to a sample point directly below the apex. Off-axis atoms would then count for less, so the apex fraction could only rise, but the total would depend on the gap width and lose its simple closed form. This variant is argued here only informally.

For STM simulation, the result gives an estimate of what a single-atom tip neglects above a flat, uniform sample, within a model of independent, identical atoms that ignores orbital character and interference.
